# For positive U, an atomic Hubbard projector polarises a detuned, coupled two-level ground state and an eigenvector projector preserves it

**Q:** Give me numbers first. One electron, a d orbital at energy 3, a ligand orbital at 0, hopping 2. What does a Hubbard correction with \(U=10\) do?

**A:** The uncorrected matrix is \(\begin{pmatrix}3&2\\2&0\end{pmatrix}\), with energies \(-1\) and \(4\). The lower state is \((-1,2)/\sqrt5\), so its d weight is \(n=1/5\). A correction projected on the atomic d orbital shifts that orbital by \(U(1/2-n)=3\). The d level is now at 6, and the new weight is \((1-6/\sqrt{52})/2\approx0.084\), further from \(1/2\).

If we project on the lower eigenvector instead, its occupation is 1, and the same formula gives \(U(1/2-1)=-5\). The corrected matrix is \(\begin{pmatrix}2&4\\4&-4\end{pmatrix}\), with energies \(-6\) and \(4\) and the same two eigenvectors as before.

In Lean 4 with Mathlib:

```lean
import Mathlib

open Matrix

namespace HubbardProjectors

noncomputable section

/-- The two-level Hamiltonian with d level at `d + v`, ligand level at zero and hopping `t`. -/
def dimer (d t v : ℝ) : Matrix (Fin 2) (Fin 2) ℝ := !![d + v, t; t, 0]
```

**Q:** Where does \(U(1/2-n)\) come from?

**A:** It is postulated here. It is the derivative with respect to \(n\) of the penalty \(\tfrac U2 n(1-n)\), which disfavours fractional occupation of the chosen orbital. In a common simplified form of DFT+U, the code projects the Kohn–Sham orbitals onto localised functions, forms the occupations and adds a potential of this form, then repeats to self-consistency. Our model makes one such update, with \(n\) taken from the uncorrected state. For \(U>0\), nonzero hopping and levels that are not aligned, projecting on the d orbital polarises the bond further, while projecting on the lower eigenvector leaves the ground state unchanged.

**Q:** A formula for \(n\) can be written down for anything. What makes it the weight of a state?

**A:** The definition of a ground state does not mention the formula. `IsGroundState H E ψ` says that \(\psi\) is normalised, that \(H\psi=E\psi\), and that \(E\,\phi\cdot\phi\le\phi\cdot H\phi\) for every real \(\phi\). Real vectors are enough for the dimer, whose matrix is real and symmetric. Index 0 is the d orbital and index 1 the ligand, so the d weight is `ψ 0 ^ 2`.

```lean
/-- `ψ` is a normalised real eigenvector of `H` with energy `E`, and `E` bounds the energy of every
normalised real vector from below. -/
def IsGroundState {n : Type*} [Fintype n] (H : Matrix n n ℝ) (E : ℝ) (ψ : n → ℝ) : Prop :=
  ψ ⬝ᵥ ψ = 1 ∧ H *ᵥ ψ = E • ψ ∧ ∀ φ : n → ℝ, E * (φ ⬝ᵥ φ) ≤ φ ⬝ᵥ (H *ᵥ φ)
```

The closed formula is a separate definition, to be matched with the state later. So are the corrected matrix, \(H-\tfrac U2|\psi\rangle\langle\psi|\), and explicit expressions for the lower energy and eigenvector.

```lean
/-- The closed formula for the d weight of the lower state, for `t ≠ 0`. -/
def dWeight (d t v : ℝ) : ℝ := (1 - (d + v) / √((d + v) ^ 2 + 4 * t ^ 2)) / 2

/-- The Hamiltonian `H` minus `U / 2` times the projector `|ψ⟩⟨ψ|`, for normalised `ψ`. -/
def projectorCorrected {n : Type*} (H : Matrix n n ℝ) (ψ : n → ℝ) (U : ℝ) : Matrix n n ℝ :=
  H - (U / 2) • vecMulVec ψ ψ

/-- The lower eigenvalue of the two-level Hamiltonian. -/
def lowerEnergy (d t v : ℝ) : ℝ := (d + v - √((d + v) ^ 2 + 4 * t ^ 2)) / 2

/-- The normalised lower eigenvector of the two-level Hamiltonian, for `t ≠ 0`. -/
def lowerVector (d t v : ℝ) : Fin 2 → ℝ :=
  ![lowerEnergy d t v / √(lowerEnergy d t v ^ 2 + t ^ 2),
    t / √(lowerEnergy d t v ^ 2 + t ^ 2)]
```

**Q:** Does such a ground state exist for every set of parameters? Otherwise a statement about "any ground state" could be empty.

**A:** Yes. At \(t=0\) an orbital of lowest energy is a ground state. For \(t\ne0\), the case proved below, write \(x=d+v\) and \(r=\sqrt{x^2+4t^2}\), and put \(E=(x-r)/2\). Since \(r>x\), we have \(E<0\), and squaring gives \(E^2-xE=t^2\). The vector \((E,t)/\sqrt{E^2+t^2}\) is normalised. It is an eigenvector because \(xE+t^2=E^2\) and \(tE=Et\). For the lower bound, expand
\[
-E\left[\phi\cdot H\phi-E\,\phi\cdot\phi\right]=(t\phi_0-E\phi_1)^2\ge0
\]
and divide by \(-E>0\).

In `groundState_witness`, the inner claim `key` does this for any \(E\) and norm \(N\) with these properties, and `hsq` is the displayed square. The lines after `key` supply the square-root expressions.

```lean
/-- The action of the two-level Hamiltonian on a pair of amplitudes. -/
lemma dimer_mulVec (d t v : ℝ) (φ : Fin 2 → ℝ) :
    dimer d t v *ᵥ φ = ![(d + v) * φ 0 + t * φ 1, t * φ 0] := by
  ext i
  fin_cases i <;> simp [dimer, Matrix.mulVec, dotProduct, Fin.sum_univ_two]

/-- For nonzero hopping, `lowerVector` is a ground state of the two-level Hamiltonian,
with energy `lowerEnergy`. -/
theorem groundState_witness {d t v : ℝ} (ht : t ≠ 0) :
    IsGroundState (dimer d t v) (lowerEnergy d t v) (lowerVector d t v) := by
  have key : ∀ E N : ℝ, E < 0 → E ^ 2 - (d + v) * E = t ^ 2 → 0 < N →
      N ^ 2 = E ^ 2 + t ^ 2 → IsGroundState (dimer d t v) E ![E / N, t / N] := by
    intro E N hE hc hN hN2
    refine ⟨?_, ?_, fun φ => ?_⟩
    · rw [dotProduct, Fin.sum_univ_two]
      show E / N * (E / N) + t / N * (t / N) = 1
      field_simp
      linarith
    · rw [dimer_mulVec]
      ext i
      fin_cases i
      · show (d + v) * (E / N) + t * (t / N) = E * (E / N)
        linear_combination (-1 / N) * hc
      · show t * (E / N) = E * (t / N)
        ring
    · rw [dimer_mulVec]
      simp only [dotProduct, Fin.sum_univ_two]
      show E * (φ 0 * φ 0 + φ 1 * φ 1) ≤
        φ 0 * ((d + v) * φ 0 + t * φ 1) + φ 1 * (t * φ 0)
      -- the energy excess, times `-E > 0`, is a perfect square
      have hsq : (-E) * (φ 0 * ((d + v) * φ 0 + t * φ 1) + φ 1 * (t * φ 0)
          - E * (φ 0 * φ 0 + φ 1 * φ 1)) = (t * φ 0 - E * φ 1) ^ 2 := by
        linear_combination φ 0 ^ 2 * hc
      have h0 := (mul_nonneg_iff_of_pos_left (neg_pos.mpr hE)).mp
        (hsq.symm ▸ sq_nonneg (t * φ 0 - E * φ 1))
      linarith
  have ht2 : 0 < t ^ 2 := by positivity
  have hs : √((d + v) ^ 2 + 4 * t ^ 2) ^ 2 = (d + v) ^ 2 + 4 * t ^ 2 :=
    Real.sq_sqrt (by positivity)
  have hlt : d + v < √((d + v) ^ 2 + 4 * t ^ 2) := Real.lt_sqrt_of_sq_lt (by linarith)
  refine key _ _ ?_ ?_ (Real.sqrt_pos.mpr (by positivity)) (Real.sq_sqrt (by positivity))
  · unfold lowerEnergy
    linarith
  · unfold lowerEnergy
    linear_combination (1 / 4) * hs
```

**Q:** Now derive the weight from an arbitrary ground state.

**A:** The eigenvalue equations are
\[
x\psi_0+t\psi_1=E\psi_0,\qquad t\psi_0=E\psi_1 .
\]
Multiply the first by \(E\) and insert the second: \(E(E-x)\psi_0=t^2\psi_0\). If \(\psi_0\) vanished, the first equation would force \(\psi_1=0\) too, so \(E^2-xE=t^2\).

Minimality selects the root. The trial vectors \((1,0)\) and \((0,1)\) give \(E\le x\) and \(E\le0\), so \(x-2E\ge0\). Since \(x^2+4t^2=(x-2E)^2\), we get \(r=x-2E\), which is positive.

Next, multiply the first equation by \(\psi_0\) and the second by \(\psi_1\), and eliminate \(t\psi_0\psi_1\). This gives \(x\psi_0^2=E\psi_0^2-E\psi_1^2\). With \(\psi_1^2=1-\psi_0^2\) it becomes \((x-2E)\psi_0^2=-E\), hence
\[
\psi_0^2=\frac{-E}{r}=\frac{r-x}{2r}=\frac12\left(1-\frac xr\right).
\]

In `groundState_weight`, `e0` and `e1` are the energy bounds from the two trial vectors, `hc` is the quadratic equation, `hs` identifies the root and `hq` gives \(x/r=1-2\psi_0^2\). The `linear_combination` for `hc` uses normalisation where we divided by \(\psi_0\).

```lean
/-- The eigenvalue equations of a two-level ground state, written in amplitudes. -/
lemma amplitude_equations {d t v E : ℝ} {ψ : Fin 2 → ℝ}
    (h : IsGroundState (dimer d t v) E ψ) :
    ψ 0 * ψ 0 + ψ 1 * ψ 1 = 1 ∧ (d + v) * ψ 0 + t * ψ 1 = E * ψ 0 ∧ t * ψ 0 = E * ψ 1 := by
  obtain ⟨h0, h1, -⟩ := h
  rw [dimer_mulVec] at h1
  rw [dotProduct, Fin.sum_univ_two] at h0
  exact ⟨h0, congrFun h1 0, congrFun h1 1⟩

/-- For nonzero hopping, the squared d amplitude of any ground state is `dWeight`. -/
theorem groundState_weight {d t v E : ℝ} {ψ : Fin 2 → ℝ} (ht : t ≠ 0)
    (h : IsGroundState (dimer d t v) E ψ) : ψ 0 ^ 2 = dWeight d t v := by
  obtain ⟨h0, h1, h2⟩ := amplitude_equations h
  -- trial states on a single site bound the energy by both site levels
  have e0 : E ≤ 0 := by
    simpa [dimer, Matrix.mulVec, dotProduct, Fin.sum_univ_two] using h.2.2 ![0, 1]
  have e1 : E ≤ d + v := by
    simpa [dimer, Matrix.mulVec, dotProduct, Fin.sum_univ_two] using h.2.2 ![1, 0]
  have hc : E ^ 2 - (d + v) * E = t ^ 2 := by
    linear_combination (-(ψ 0 * E) - ψ 1 * t) * h1 + (-(ψ 0 * t) - ψ 1 * (E - (d + v))) * h2
      - (E ^ 2 - (d + v) * E - t ^ 2) * h0
  have hs : √((d + v) ^ 2 + 4 * t ^ 2) = d + v - 2 * E := by
    rw [show (d + v) ^ 2 + 4 * t ^ 2 = (d + v - 2 * E) ^ 2 by linear_combination (-4) * hc]
    exact Real.sqrt_sq (by linarith)
  have hpos : 0 < d + v - 2 * E := by
    rw [← hs]
    exact Real.sqrt_pos.mpr (by positivity)
  have hq : (d + v) / (d + v - 2 * E) = 1 - 2 * ψ 0 ^ 2 := by
    rw [div_eq_iff hpos.ne']
    linear_combination 2 * (ψ 0 * h1 - ψ 1 * h2 - E * h0)
  rw [dWeight, hs, hq]
  ring
```

**Q:** To show that the weight decreases, I would compare \(x/r\) with \(y/s\) by squaring.

**A:** That fails for negative levels: \(-3<0\), but the squares are in the opposite order. Cross-multiplication keeps the signs. Let \(x<y\) and \(s=\sqrt{y^2+4t^2}\). Then
\[
\begin{aligned}
(r+s)(yr-xs)&=yr^2-xs^2+(y-x)rs\\
&=(y-x)(4t^2+rs-xy).
\end{aligned}
\]
Because \(|x|\le r\) and \(|y|\le s\), we have \(xy\le rs\), so the right side is positive. Therefore \(yr>xs\), that is \(x/r<y/s\), and the weight at \(y\) is smaller.

The proof of `dWeight_strictAnti` uses the same steps, with the bound first: `hrs` is the bound on \(xy\), `hprod` the identity, and `hdiv` the comparison of fractions.

```lean
/-- For nonzero hopping, the d weight strictly decreases as the d level is raised. -/
theorem dWeight_strictAnti (d : ℝ) {t : ℝ} (ht : t ≠ 0) : StrictAnti (dWeight d t) := by
  intro v w hvw
  have ht2 : 0 < t ^ 2 := by positivity
  unfold dWeight
  have hxy : d + v < d + w := by linarith
  generalize d + v = x at *
  generalize d + w = y at *
  have hx : 0 < √(x ^ 2 + 4 * t ^ 2) := Real.sqrt_pos.mpr (by positivity)
  have hy : 0 < √(y ^ 2 + 4 * t ^ 2) := Real.sqrt_pos.mpr (by positivity)
  have hx2 : √(x ^ 2 + 4 * t ^ 2) ^ 2 = x ^ 2 + 4 * t ^ 2 := Real.sq_sqrt (by positivity)
  have hy2 : √(y ^ 2 + 4 * t ^ 2) ^ 2 = y ^ 2 + 4 * t ^ 2 := Real.sq_sqrt (by positivity)
  have ax : |x| ≤ √(x ^ 2 + 4 * t ^ 2) := Real.abs_le_sqrt (by linarith)
  have ay : |y| ≤ √(y ^ 2 + 4 * t ^ 2) := Real.abs_le_sqrt (by linarith)
  generalize √(x ^ 2 + 4 * t ^ 2) = r at *
  generalize √(y ^ 2 + 4 * t ^ 2) = s at *
  have hrs : x * y ≤ r * s := by
    calc x * y ≤ |x * y| := le_abs_self _
      _ = |x| * |y| := abs_mul x y
      _ ≤ r * s := mul_le_mul ax ay (abs_nonneg y) hx.le
  -- the cross-multiplied difference, times `r + s`, is manifestly positive
  have hprod : (r + s) * (y * r - x * s) = (y - x) * (4 * t ^ 2 + (r * s - x * y)) := by
    linear_combination y * hx2 - x * hy2
  have hpos : 0 < (r + s) * (y * r - x * s) := by
    rw [hprod]
    exact mul_pos (by linarith) (by linarith)
  have hdiff : 0 < y * r - x * s := (mul_pos_iff_of_pos_left (by linarith)).mp hpos
  have hdiv : x / r < y / s := by
    rw [div_lt_div_iff₀ hx hy]
    linarith
  linarith
```

**Q:** And the eigenvector projector? Is its good behaviour special to two levels?

**A:** Keeping the ground state is not. For any finite real matrix with a ground state \(\psi\), the corrected matrix acts as
\[
H'\chi=H\chi-\tfrac U2(\psi\cdot\chi)\,\psi .
\]
Setting \(\chi=\psi\) gives \(H'\psi=(E-U/2)\psi\). For any trial vector and \(U\ge0\), Cauchy–Schwarz gives \((\psi\cdot\phi)^2\le\phi\cdot\phi\), so
\[
\phi\cdot H'\phi=\phi\cdot H\phi-\tfrac U2(\psi\cdot\phi)^2\ge\left(E-\tfrac U2\right)\phi\cdot\phi .
\]
The first lemma below is the action formula. In the theorem, `cs` is the Cauchy–Schwarz step and `h3 φ` supplies the original energy bound.

```lean
/-- The projector correction acts on a vector only through its overlap with `ψ`. -/
lemma projectorCorrected_mulVec {n : Type*} [Fintype n] (H : Matrix n n ℝ)
    (ψ χ : n → ℝ) (U : ℝ) :
    projectorCorrected H ψ U *ᵥ χ = H *ᵥ χ - (U / 2 * (ψ ⬝ᵥ χ)) • ψ := by
  ext i
  simp only [projectorCorrected, Matrix.mulVec, dotProduct, Matrix.sub_apply,
    Matrix.smul_apply, vecMulVec_apply, Pi.sub_apply, Pi.smul_apply, smul_eq_mul,
    sub_mul, Finset.sum_sub_distrib, Finset.mul_sum, Finset.sum_mul]
  congr 1
  exact Finset.sum_congr rfl (fun j _ => by ring)

/-- In any finite dimension, subtracting `U / 2` times the ground-state projector, `U ≥ 0`,
keeps the ground state and lowers its energy by `U / 2`. -/
theorem projector_keeps_groundState {n : Type*} [Fintype n] {H : Matrix n n ℝ} {E U : ℝ}
    {ψ : n → ℝ} (hU : 0 ≤ U) (h : IsGroundState H E ψ) :
    IsGroundState (projectorCorrected H ψ U) (E - U / 2) ψ := by
  obtain ⟨h1, h2, h3⟩ := h
  refine ⟨h1, ?_, fun φ => ?_⟩
  · rw [projectorCorrected_mulVec, h2, h1]
    module
  · rw [projectorCorrected_mulVec, dotProduct_sub, dotProduct_smul, smul_eq_mul,
      dotProduct_comm φ ψ]
    -- Cauchy-Schwarz bounds the overlap with the ground state
    have cs : (ψ ⬝ᵥ φ) ^ 2 ≤ φ ⬝ᵥ φ := by
      have hcs := Finset.sum_mul_sq_le_sq_mul_sq Finset.univ ψ φ
      have e1 : ∑ i, ψ i ^ 2 = ψ ⬝ᵥ ψ := by simp only [dotProduct, sq]
      have e2 : ∑ i, φ i ^ 2 = φ ⬝ᵥ φ := by simp only [dotProduct, sq]
      rw [e1, e2, h1, one_mul] at hcs
      exact hcs
    have hm := mul_le_mul_of_nonneg_left cs (by linarith : 0 ≤ U / 2)
    linarith [h3 φ]
```

In the dimer, the other eigenvector is \(\chi=(-\psi_1,\psi_0)\). The components of \(H\chi\) are
\[
-x\psi_1+t\psi_0=(x-E)(-\psi_1),\qquad -t\psi_1=(x-E)\psi_0,
\]
by the second and first eigenvalue equations respectively. Its energy is thus \(x-E\). Since \(\psi\cdot\chi=0\), the correction does not touch it.

```lean
/-- The vector orthogonal to a two-level ground state is an eigenvector with energy
`d + v - E`. -/
theorem upper_state {d t v E : ℝ} {ψ : Fin 2 → ℝ} (h : IsGroundState (dimer d t v) E ψ) :
    dimer d t v *ᵥ ![-ψ 1, ψ 0] = (d + v - E) • ![-ψ 1, ψ 0] := by
  obtain ⟨-, h1, h2⟩ := amplitude_equations h
  rw [dimer_mulVec]
  ext i
  fin_cases i
  · show (d + v) * (-ψ 1) + t * ψ 0 = (d + v - E) * (-ψ 1)
    linear_combination h2
  · show t * (-ψ 1) = (d + v - E) * ψ 0
    linear_combination -h1
```

**Q:** Then read me the final statement, and tell me why the atomic shift moves the d weight away from \(1/2\) when the levels are not aligned.

**A:** Take \(t\ne0\), \(d\ne0\), \(U>0\) and any ground state \(\psi\) of the uncorrected dimer. The theorem has four parts:

- Every ground state \(\phi\) of the dimer shifted by \(U(1/2-\psi_0^2)\) satisfies \(|\psi_0^2-1/2|<|\phi_0^2-1/2|\).
- The projector-corrected matrix has \(\psi\) as ground state, with energy \(E-U/2\).
- The orthogonal vector is an eigenvector of the original matrix, with energy \(d-E\).
- It is an eigenvector of the corrected matrix, with that same energy.

For the first part, write \(n(v)\) for the weight formula. It equals \(1/2\) at \(v=-d\), where the levels align. If \(d>0\), then \(0>-d\), so \(n(0)<1/2\). The shift is then positive and lowers the weight again: \(n(v)<n(0)<1/2\). If \(d<0\), every inequality reverses and the weight rises further above \(1/2\). These are the two branches after `rcases`; `a1` places \(n(0)\) relative to \(1/2\), and `a2` compares the shifted weight with it.

```lean
/-- For `t ≠ 0`, `d ≠ 0` and `U > 0`, the atomic-projector shift `U (1/2 - n)` moves the
ground-state d weight strictly further from `1/2`. Subtracting `U / 2` times the ground-state
projector instead keeps the ground state and the eigenvector orthogonal to it. -/
theorem atomic_versus_eigenvector_projector {d t U E : ℝ} {ψ : Fin 2 → ℝ}
    (ht : t ≠ 0) (hd : d ≠ 0) (hU : 0 < U) (h : IsGroundState (dimer d t 0) E ψ) :
    (∀ (F : ℝ) (φ : Fin 2 → ℝ),
      IsGroundState (dimer d t (U * (1 / 2 - ψ 0 ^ 2))) F φ →
        |ψ 0 ^ 2 - 1 / 2| < |φ 0 ^ 2 - 1 / 2|) ∧
    IsGroundState (projectorCorrected (dimer d t 0) ψ U) (E - U / 2) ψ ∧
    dimer d t 0 *ᵥ ![-ψ 1, ψ 0] = (d - E) • ![-ψ 1, ψ 0] ∧
    projectorCorrected (dimer d t 0) ψ U *ᵥ ![-ψ 1, ψ 0] = (d - E) • ![-ψ 1, ψ 0] := by
  have hup := upper_state h
  rw [add_zero] at hup
  refine ⟨fun F φ hφ => ?_, projector_keeps_groundState hU.le h, hup, ?_⟩
  · have hn := groundState_weight ht h
    have hm := groundState_weight ht hφ
    have anti := dWeight_strictAnti d ht
    -- the weight is one half when the two levels are aligned
    have half : dWeight d t (-d) = 1 / 2 := by simp [dWeight]
    rcases lt_or_gt_of_ne hd with hneg | hpos
    · have a1 : dWeight d t (-d) < dWeight d t 0 := anti (by linarith)
      rw [half, ← hn] at a1
      have a2 := anti (mul_neg_of_pos_of_neg hU (by linarith : 1 / 2 - ψ 0 ^ 2 < 0))
      rw [← hn, ← hm] at a2
      rw [abs_of_pos (by linarith), abs_of_pos (by linarith)]
      linarith
    · have a1 : dWeight d t 0 < dWeight d t (-d) := anti (by linarith)
      rw [half, ← hn] at a1
      have a2 := anti (mul_pos hU (by linarith : 0 < 1 / 2 - ψ 0 ^ 2))
      rw [← hn, ← hm] at a2
      rw [abs_of_neg (by linarith), abs_of_neg (by linarith)]
      linarith
  · have horth : ψ ⬝ᵥ ![-ψ 1, ψ 0] = 0 := by
      rw [dotProduct, Fin.sum_univ_two]
      show ψ 0 * (-ψ 1) + ψ 1 * ψ 0 = 0
      ring
    rw [projectorCorrected_mulVec, horth, hup, mul_zero, zero_smul, sub_zero]

end

end HubbardProjectors
```

**Q:** What if the levels are aligned from the start?

**A:** With \(d=0\) and \(t\ne0\) the weight is exactly \(1/2\), the shift vanishes and nothing moves, so the strict inequality fails. It also fails at \(t=0\) with \(d\ne0\), where the weight is already 0 or 1 and stays there.

**Q:** So may I conclude that eigenvector projectors are better for real materials?

**A:** No. The model has one electron, two orbitals and a single update of the potential, with no electron–electron interaction beyond the postulated shift. It compares what two projectors do to the eigenvectors, and says nothing about which corrected state is closer to the true one.

```lean
#print axioms HubbardProjectors.atomic_versus_eigenvector_projector
```

```
'HubbardProjectors.atomic_versus_eigenvector_projector' depends on axioms: [propext, Classical.choice, Quot.sound]
```
